# A finite real matrix is a rate matrix exactly when its exponential propagator is stochastic at all times $t\ge 0$

A master equation can be written for row vectors or for column vectors, and the choice decides which sums of the rate matrix must vanish. Here populations form a column vector $p$, and $W_{ij}$ with $i\neq j$ is the rate of jumps from state $j$ to state $i$. The equation of motion is

$$\dot p_i(t)=\sum_j W_{ij}\,p_j(t),$$

and it is the columns of $W$ that sum to zero. A second choice concerns the word "solution": it means a differentiable curve that obeys this equation, and that such a curve is given by the matrix exponential is proved, not taken as a definition.

The states are labelled by a finite type `n`, and the rates do not depend on time. The opened norm scope supplies a matrix norm in which the exponential series converges.

In Lean 4 with Mathlib:

```lean
import Mathlib

open Matrix Finset
open scoped Matrix.Norms.Operator

namespace MasterEquationPropagator

noncomputable section

variable {n : Type*} [Fintype n] [DecidableEq n]
```

## Rates, populations and the propagator

A jump rate is a probability per unit time, so $W_{ij}\ge 0$ for $i\ne j$. The condition $\sum_i W_{ij}=0$ fixes the diagonal as $W_{jj}=-\sum_{i\neq j}W_{ij}$: whatever leaves state $j$ arrives in another state of the model. The condition fails if the diagonal also includes a loss to a destination outside the model. Detailed balance is not required.

```lean
/-- A rate matrix: `W i j` is the rate of jumps from `j` to `i`, nonnegative for `i ≠ j`,
and every column sums to zero. -/
structure IsRateMatrix (W : Matrix n n ℝ) : Prop where
  off_diag : ∀ i j, i ≠ j → 0 ≤ W i j
  col_sum : ∀ j, ∑ i, W i j = 0
```

A probability vector has $p_i\ge 0$ and $\sum_i p_i=1$.

```lean
/-- A probability vector: nonnegative populations with total one. -/
def IsProbability (p : n → ℝ) : Prop := (∀ i, 0 ≤ p i) ∧ ∑ i, p i = 1
```

A matrix $P$ is stochastic if each column is a probability vector. Column $j$ then lists the probabilities of the final states $i$ for a system that started in $j$.

```lean
/-- A stochastic matrix: every column is a probability vector. -/
def IsStochastic (P : Matrix n n ℝ) : Prop := ∀ j, IsProbability (fun i => P i j)
```

The propagator is $P(t)=e^{tW}$, defined for every real matrix $W$ and every real $t$.

```lean
/-- The propagator `exp (t W)` of the master equation. -/
def propagator (W : Matrix n n ℝ) (t : ℝ) : Matrix n n ℝ := NormedSpace.exp (t • W)
```

## Signs and column sums from the exponential series

For any square matrix $A$, the exponential can be read entry by entry:

$$(e^{A})_{ij}=\sum_{k=0}^{\infty}\frac{(A^k)_{ij}}{k!}.$$

The proof applies the map $M\mapsto M_{ij}$, which is additive and continuous, to the convergent matrix series.

```lean
/-- Each entry of a matrix exponential is the sum of the entries of the exponential series. -/
theorem exp_entry_hasSum (A : Matrix n n ℝ) (i j : n) :
    HasSum (fun k : ℕ => ((k.factorial : ℝ)⁻¹ • A ^ k) i j) (NormedSpace.exp A i j) := by
  let L : Matrix n n ℝ →+ ℝ :=
    { toFun := fun M => M i j, map_zero' := rfl, map_add' := fun _ _ => rfl }
  have hL : Continuous L := continuous_id.matrix_elem i j
  exact (NormedSpace.exp_series_hasSum_exp' (𝕂 := ℝ) A).map L hL
```

Suppose all entries of $A$ are nonnegative. Then $A^0=1$ has nonnegative entries, and if $A^k$ does, so does $A^{k+1}$, because

$$(A^{k+1})_{ij}=\sum_l (A^k)_{il}A_{lj}$$

is a sum of nonnegative products. Every term of the series is therefore nonnegative, and so is $(e^A)_{ij}$. The induction is `hpow`.

```lean
/-- The exponential of a matrix with nonnegative entries has nonnegative entries. -/
theorem exp_entry_nonneg (A : Matrix n n ℝ) (hA : ∀ i j, 0 ≤ A i j) (i j : n) :
    0 ≤ NormedSpace.exp A i j := by
  have hpow : ∀ (k : ℕ) (i j : n), 0 ≤ (A ^ k) i j := by
    intro k
    induction k with
    | zero =>
      intro i j
      rw [pow_zero, Matrix.one_apply]
      split_ifs <;> norm_num
    | succ k ih =>
      intro i j
      rw [pow_succ, Matrix.mul_apply]
      exact Finset.sum_nonneg fun l _ => mul_nonneg (ih i l) (hA l j)
  rw [← (exp_entry_hasSum A i j).tsum_eq]
  refine tsum_nonneg fun k => ?_
  rw [Matrix.smul_apply, smul_eq_mul]
  exact mul_nonneg (by positivity) (hpow k i j)
```

Suppose instead that the columns of $A$ sum to zero. Then for every $k\ge 0$

$$\sum_i (A^{k+1})_{ij}=\sum_l\Big(\sum_i A_{il}\Big)(A^k)_{lj}=0.$$

Summing the series over $i$ leaves only the zeroth term, $\sum_i \delta_{ij}=1$. In the code, `e` records this collapse, and uniqueness of the sum of a series gives the result.

```lean
/-- If all columns of a matrix sum to zero, all columns of its exponential sum to one. -/
theorem exp_col_sum (A : Matrix n n ℝ) (hA : ∀ j, ∑ i, A i j = 0) (j : n) :
    ∑ i, NormedSpace.exp A i j = 1 := by
  have hpow : ∀ k : ℕ, ∑ i, (A ^ (k + 1)) i j = 0 := by
    intro k
    simp only [pow_succ', Matrix.mul_apply]
    rw [Finset.sum_comm]
    simp only [← Finset.sum_mul, hA, zero_mul, Finset.sum_const_zero]
  have h := hasSum_sum (s := Finset.univ) fun i _ => exp_entry_hasSum A i j
  -- only the zeroth order of the series contributes
  have e : (fun k : ℕ => ∑ i, ((k.factorial : ℝ)⁻¹ • A ^ k) i j)
      = fun k => if k = 0 then (1 : ℝ) else 0 := by
    funext k
    cases k with
    | zero => simp [Matrix.one_apply]
    | succ k =>
      simp only [Matrix.smul_apply, smul_eq_mul, ← Finset.mul_sum, hpow, mul_zero]
      simp
  rw [e] at h
  exact h.unique (hasSum_ite_eq 0 1)
```

A nonzero rate matrix has a negative entry on its diagonal, so the positivity result does not apply to it directly. The remedy is to shift the diagonal, which requires the exponential of a multiple of the identity. Since $(a\,1)^k=a^k\,1$, the series gives $e^{a1}=e^a\,1$.

```lean
/-- The exponential of a multiple of the identity is the scalar exponential times the identity. -/
theorem exp_smul_one (a : ℝ) :
    NormedSpace.exp (a • (1 : Matrix n n ℝ)) = Real.exp a • (1 : Matrix n n ℝ) := by
  have h1 := NormedSpace.exp_series_hasSum_exp' (𝕂 := ℝ) (a • (1 : Matrix n n ℝ))
  have h2 := (NormedSpace.exp_series_hasSum_exp' (𝕂 := ℝ) a).smul_const (1 : Matrix n n ℝ)
  have e : (fun k : ℕ => (k.factorial : ℝ)⁻¹ • (a • (1 : Matrix n n ℝ)) ^ k)
      = fun k => ((k.factorial : ℝ)⁻¹ • a ^ k) • (1 : Matrix n n ℝ) := by
    funext k
    rw [smul_pow, one_pow, smul_assoc]
  rw [e] at h1
  rw [Real.exp_eq_exp_ℝ]
  exact h1.unique h2
```

For the opposite direction the propagator must be differentiated:

$$\frac{d}{dt}P(t)_{ij}=(P(t)W)_{ij}.$$

This is the known derivative of $e^{tW}$, followed by the continuous linear map that picks out an entry.

```lean
/-- Every entry of the propagator is differentiable in time, with derivative the corresponding
entry of `exp (t W) W`. -/
theorem propagator_entry_hasDerivAt (W : Matrix n n ℝ) (t : ℝ) (i j : n) :
    HasDerivAt (fun s => propagator W s i j) ((propagator W t * W) i j) t := by
  let L : Matrix n n ℝ →L[ℝ] ℝ :=
    { toFun := fun M => M i j
      map_add' := fun _ _ => rfl
      map_smul' := fun _ _ => rfl
      cont := continuous_id.matrix_elem i j }
  exact L.hasFDerivAt.comp_hasDerivAt t (hasDerivAt_exp_smul_const (𝕂 := ℝ) W t)
```

## Equivalence of rate matrices and stochastic propagators

Let $W$ be a rate matrix and $t\ge 0$. Set $c=\sum_k|W_{kk}|$ and $B=t(W+c\,1)$. Off the diagonal, $B_{ij}=tW_{ij}\ge 0$. On it, $B_{ii}=t(W_{ii}+c)\ge 0$, because $c\ge|W_{ii}|$. The identity commutes with $B$, so the exponential factorises:

$$e^{tW}=e^{-tc\,1+B}=e^{-tc}\,e^{B}.$$

The first factor is a positive number and the second a matrix with nonnegative entries. The columns of $tW$ sum to zero, so those of $e^{tW}$ sum to one.

Conversely, let $P(t)$ be stochastic for all $t\ge0$. At $t=0$ we have $P(0)=1$ and $\dot P(0)=W$. For $i\ne j$ the function $P(t)_{ij}$ starts at zero and never falls below it, so its initial slope $W_{ij}$ is nonnegative. The column sum $\sum_i P(t)_{ij}$ equals one for all $t\ge 0$, so its initial slope $\sum_i W_{ij}$ is zero.

In the proof, `hB`, `hsplit` and `hexp` are the three steps of the shift. The auxiliary statement `slope` says that a function which stays at or above its initial value for $t\ge0$ has a nonnegative derivative at zero. Applied to the column sum and to its negative, it gives the two inequalities that make the slope vanish.

```lean
/-- A matrix is a rate matrix exactly when its propagator is stochastic at all times `t ≥ 0`. -/
theorem isRateMatrix_iff_propagator_stochastic (W : Matrix n n ℝ) :
    IsRateMatrix W ↔ ∀ t : ℝ, 0 ≤ t → IsStochastic (propagator W t) := by
  constructor
  · intro hW t ht j
    refine ⟨fun i => ?_, exp_col_sum (t • W) (fun l => ?_) j⟩
    · -- shift the diagonal so that all entries become nonnegative
      let c : ℝ := ∑ k, |W k k|
      let B : Matrix n n ℝ := t • (W + c • (1 : Matrix n n ℝ))
      have hB : ∀ i j, 0 ≤ B i j := by
        intro i j
        refine mul_nonneg ht ?_
        change 0 ≤ W i j + c * (1 : Matrix n n ℝ) i j
        by_cases hij : i = j
        · subst hij
          have h1 : |W i i| ≤ c :=
            Finset.single_le_sum (f := fun k => |W k k|) (fun k _ => abs_nonneg _)
              (Finset.mem_univ i)
          rw [Matrix.one_apply_eq]
          linarith [neg_abs_le (W i i)]
        · rw [Matrix.one_apply_ne hij, mul_zero, add_zero]
          exact hW.off_diag i j hij
      have hsplit : t • W = (-(t * c)) • (1 : Matrix n n ℝ) + B := by
        change t • W = (-(t * c)) • (1 : Matrix n n ℝ) + t • (W + c • (1 : Matrix n n ℝ))
        module
      have hexp : propagator W t = Real.exp (-(t * c)) • NormedSpace.exp B := by
        have h := Matrix.exp_add_of_commute ((-(t * c)) • (1 : Matrix n n ℝ)) B
          ((Commute.one_left B).smul_left _)
        rw [propagator, hsplit, h, exp_smul_one, smul_mul_assoc, one_mul]
      change 0 ≤ propagator W t i j
      rw [hexp]
      exact mul_nonneg (Real.exp_pos _).le (exp_entry_nonneg B hB i j)
    · simp only [Matrix.smul_apply, smul_eq_mul, ← Finset.mul_sum, hW.col_sum, mul_zero]
  · intro h
    have h0 : propagator W 0 = 1 := by simp [propagator]
    -- a function that never falls below its initial value for `t ≥ 0` has nonnegative initial slope
    have slope : ∀ (f : ℝ → ℝ) (d : ℝ), HasDerivAt f d 0 →
        (∀ t, 0 ≤ t → f 0 ≤ f t) → 0 ≤ d := by
      intro f d hd hf
      refine ge_of_tendsto hd.tendsto_slope_zero_right ?_
      filter_upwards [self_mem_nhdsWithin] with t ht
      have ht' : (0 : ℝ) < t := ht
      rw [zero_add, smul_eq_mul]
      exact mul_nonneg (inv_nonneg.mpr ht'.le) (sub_nonneg.mpr (hf t ht'.le))
    refine ⟨fun i j hij => ?_, fun j => ?_⟩
    · have hd := propagator_entry_hasDerivAt W 0 i j
      rw [h0, one_mul] at hd
      refine slope _ _ hd fun t ht => ?_
      rw [h0, Matrix.one_apply_ne hij]
      exact (h t ht j).1 i
    · have hd := HasDerivAt.fun_sum (u := Finset.univ)
        fun i _ => propagator_entry_hasDerivAt W 0 i j
      rw [h0, one_mul] at hd
      have hc : ∀ t, 0 ≤ t → ∑ i, propagator W t i j = 1 := fun t ht => (h t ht j).2
      refine le_antisymm ?_ (slope _ _ hd fun t ht => ?_)
      · have := slope _ _ hd.fun_neg fun t ht => by rw [hc t ht, hc 0 le_rfl]
        linarith
      · rw [hc t ht, hc 0 le_rfl]
```

## Solutions of the master equation

Let $p$ solve $\dot p=Wp$, fix $t$, and propagate the state at time $s$ over the remaining time $t-s$:

$$f(s)=\sum_j P(t-s)_{ij}\,p_j(s).$$

The product rule gives

$$f'(s)=-\sum_j (P(t-s)W)_{ij}\,p_j(s)+\sum_j P(t-s)_{ij}\,(Wp(s))_j=0,$$

since both sums are the $i$-th component of $P(t-s)Wp(s)$. Hence $f(t)=f(0)$, that is, $p(t)=P(t)\,p(0)$. The equality of the two sums is `key`, and `hconst` is the constancy of $f$.

The theorem holds for every real matrix $W$ and every real $t$, so a solution is determined by its initial value. The hypothesis `hp` asks that the differential equation hold at all real times, negative ones included. Existence of a solution for given initial data is not among the statements.

```lean
/-- Every solution of the master equation `p' = W p` is the propagator applied to its
initial value. -/
theorem solution_eq_propagator (W : Matrix n n ℝ) (p : ℝ → n → ℝ)
    (hp : ∀ t, HasDerivAt p (W *ᵥ p t) t) (t : ℝ) : p t = propagator W t *ᵥ p 0 := by
  funext i
  -- propagating `p s` over the remaining time `t - s` gives a result independent of `s`
  let f : ℝ → ℝ := fun s => ∑ j, propagator W (t - s) i j * p s j
  have hf : ∀ s, HasDerivAt f 0 s := by
    intro s
    have h := HasDerivAt.fun_sum (u := Finset.univ) fun j _ =>
      ((propagator_entry_hasDerivAt W (t - s) i j).comp_const_sub t s).fun_mul
        (hasDerivAt_pi.1 (hp s) j)
    refine h.congr_deriv ?_
    have key : ∑ j, propagator W (t - s) i j * (W *ᵥ p s) j
        = ∑ j, (propagator W (t - s) * W) i j * p s j :=
      congrFun (Matrix.mulVec_mulVec (p s) (propagator W (t - s)) W) i
    rw [Finset.sum_add_distrib, key, ← Finset.sum_add_distrib]
    exact Finset.sum_eq_zero fun j _ => by ring
  have hconst := is_const_of_deriv_eq_zero (fun s => (hf s).differentiableAt)
    (fun s => (hf s).deriv) t 0
  have ht : f t = p t i := by simp [f, propagator, Matrix.one_apply]
  have h0 : f 0 = (propagator W t *ᵥ p 0) i := by
    simp only [f, sub_zero]
    rfl
  rw [← ht, hconst, h0]
```

For a rate matrix, a probability vector $p(0)$ and $t\ge0$, each $p_i(t)=\sum_j P(t)_{ij}p_j(0)$ is a sum of nonnegative terms, and

$$\sum_i p_i(t)=\sum_j\Big(\sum_i P(t)_{ij}\Big)p_j(0)=\sum_j p_j(0)=1.$$

When the linear equation $\dot p=Wp$ with a constant rate matrix is solved numerically, a clearly negative population or a drifting total therefore points to the numerical integration or to the matrix that was entered, provided the initial populations were valid.

```lean
/-- For a rate matrix `W`, a solution of `p' = W p` that starts as a probability vector is a
probability vector at all times `t ≥ 0`. -/
theorem solution_isProbability (W : Matrix n n ℝ) (hW : IsRateMatrix W) (p : ℝ → n → ℝ)
    (hp : ∀ t, HasDerivAt p (W *ᵥ p t) t) (h0 : IsProbability (p 0)) (t : ℝ) (ht : 0 ≤ t) :
    IsProbability (p t) := by
  have hP := (isRateMatrix_iff_propagator_stochastic W).1 hW t ht
  rw [solution_eq_propagator W p hp t]
  refine ⟨fun i => Finset.sum_nonneg fun j _ => mul_nonneg ((hP j).1 i) (h0.1 j), ?_⟩
  change ∑ i, ∑ j, propagator W t i j * p 0 j = 1
  rw [Finset.sum_comm]
  simp only [← Finset.sum_mul, (hP _).2, one_mul]
  exact h0.2
```

Two solutions $p$ and $q$ of the same equation can also be compared when $W$ is a rate matrix. Their difference is propagated by $P(t)$, so the triangle inequality, the nonnegative entries of $P(t)$ and its unit column sums give, for $t\ge0$,

$$\sum_i|p_i(t)-q_i(t)|\le\sum_i\sum_j P(t)_{ij}\,|p_j(0)-q_j(0)|=\sum_j|p_j(0)-q_j(0)|.$$

An error in the initial populations is thus not amplified in this measure. The bound does not say that the difference decays: with all rates zero it stays constant. The initial vectors need not be probability vectors. In the code, `hdiff` is the propagation of the difference, and the `calc` block is the displayed line.

```lean
/-- For a rate matrix `W`, the summed absolute difference of two solutions of `p' = W p` at a time
`t ≥ 0` is at most its initial value. -/
theorem solution_distance_le (W : Matrix n n ℝ) (hW : IsRateMatrix W) (p q : ℝ → n → ℝ)
    (hp : ∀ t, HasDerivAt p (W *ᵥ p t) t) (hq : ∀ t, HasDerivAt q (W *ᵥ q t) t)
    (t : ℝ) (ht : 0 ≤ t) : ∑ i, |p t i - q t i| ≤ ∑ i, |p 0 i - q 0 i| := by
  have hP := (isRateMatrix_iff_propagator_stochastic W).1 hW t ht
  have hdiff : ∀ i, p t i - q t i = ∑ j, propagator W t i j * (p 0 j - q 0 j) := by
    intro i
    rw [solution_eq_propagator W p hp t, solution_eq_propagator W q hq t]
    simp only [Matrix.mulVec, dotProduct, mul_sub, Finset.sum_sub_distrib]
  calc ∑ i, |p t i - q t i|
      ≤ ∑ i, ∑ j, propagator W t i j * |p 0 j - q 0 j| := by
        refine Finset.sum_le_sum fun i _ => ?_
        rw [hdiff i]
        refine (Finset.abs_sum_le_sum_abs _ _).trans (le_of_eq ?_)
        exact Finset.sum_congr rfl fun j _ => by rw [abs_mul, abs_of_nonneg ((hP j).1 i)]
    _ = ∑ j, |p 0 j - q 0 j| := by
        rw [Finset.sum_comm]
        simp only [← Finset.sum_mul, (hP _).2, one_mul]
```

## Two states with rates 2 and 1

Label the states 0 and 1, with rate $a\ge 0$ for the jump $0\to1$ and rate $b\ge 0$ for the jump $1\to0$. The matrix

$$W=\begin{pmatrix}-a&b\\a&-b\end{pmatrix}$$

has nonnegative off-diagonal entries and zero column sums. The proof checks the entries and columns case by case.

```lean
/-- The two-state matrix with nonnegative jump rates `a` and `b` is a rate matrix. -/
theorem isRateMatrix_witness (a b : ℝ) (ha : 0 ≤ a) (hb : 0 ≤ b) :
    IsRateMatrix !![-a, b; a, -b] := by
  refine ⟨fun i j hij => ?_, fun j => ?_⟩
  · fin_cases i <;> fin_cases j <;> simp_all
  · fin_cases j <;> simp [Fin.sum_univ_succ]

end

end MasterEquationPropagator
```

Take $a=2$ and $b=1$ in some unit of inverse time. Multiplication gives $W^2=-3W$, so the exponential series sums to

$$e^{tW}=1+\frac{1-e^{-3t}}{3}\,W.$$

At $t=(\ln 2)/3$ the factor in front of $W$ is $1/6$, and

$$e^{tW}=\begin{pmatrix}2/3&1/6\\1/3&5/6\end{pmatrix}.$$

All entries are nonnegative and each column sums to one. A system that starts in state 0 has populations $(2/3,\,1/3)$ at this time, and one that starts in state 1 has $(1/6,\,5/6)$. The summed absolute difference between the two has fallen from $2$ to $1/2+1/2=1$.

```lean
#print axioms MasterEquationPropagator.isRateMatrix_iff_propagator_stochastic
#print axioms MasterEquationPropagator.solution_isProbability
#print axioms MasterEquationPropagator.solution_distance_le
```

```
'MasterEquationPropagator.isRateMatrix_iff_propagator_stochastic' depends on axioms: [propext, Classical.choice, Quot.sound]
'MasterEquationPropagator.solution_isProbability' depends on axioms: [propext, Classical.choice, Quot.sound]
'MasterEquationPropagator.solution_distance_le' depends on axioms: [propext, Classical.choice, Quot.sound]
```
